# Integrating a rotated 3 × 3 tensor over a full turn about the z axis

A real 3 × 3 tensor `X`, not assumed symmetric, is rotated about the z axis as R X Rᵀ, and each entry is integrated over the angle from 0 to 2π. `azimuthalIntegral_eq` states the result: π(X_xx + X_yy) in the xx and yy places, π(X_xy − X_yx) in the xy place and its negative in the yx place, 2πX_zz in the zz place, and zero elsewhere. This is the integral and not the average, which would be smaller by a factor 2π. The proof writes each entry of the rotated tensor as a quadratic polynomial in cosine and sine, and then applies `integral_full_turn`, which integrates any such polynomial.

As first written in Lean, the proof fails:

```lean
import Mathlib

open Matrix
open scoped Real

namespace AzimuthalIntegralEq

noncomputable section

local notation "M₃" => Matrix (Fin 3) (Fin 3) ℝ

/-- Rotation by the angle `t` about the z axis. -/
def Rz (t : ℝ) : M₃ :=
  !![Real.cos t, -Real.sin t, 0; Real.sin t, Real.cos t, 0; 0, 0, 1]

/-- The tensor `X`, rotated about the z axis and integrated over a full turn. -/
def azimuthalIntegral (X : M₃) : M₃ :=
  Matrix.of fun i k => ∫ c in (0 : ℝ)..2 * π, (Rz c * X * (Rz c)ᵀ) i k

/-- Integral over a full turn of a general quadratic polynomial in cosine and sine. -/
theorem integral_full_turn (p q r s t u : ℝ) :
    ∫ x in (0 : ℝ)..2 * π, (p + q * Real.cos x + r * Real.sin x + s * Real.cos x ^ 2
      + t * Real.sin x ^ 2 + u * (Real.sin x * Real.cos x)) = 2 * π * p + π * s + π * t := by
  have hF : ∀ x : ℝ, HasDerivAt (fun x => p * x + q * Real.sin x - r * Real.cos x
      + s / 2 * (x + Real.sin x * Real.cos x) + t / 2 * (x - Real.sin x * Real.cos x)
      + u / 2 * (Real.sin x * Real.sin x))
      (p + q * Real.cos x + r * Real.sin x + s * Real.cos x ^ 2
      + t * Real.sin x ^ 2 + u * (Real.sin x * Real.cos x)) x := by
    intro x
    have hs := Real.hasDerivAt_sin x
    have hc := Real.hasDerivAt_cos x
    have hi := hasDerivAt_id' x
    refine ((((((hi.const_mul p).fun_add (hs.const_mul q)).fun_sub (hc.const_mul r)).fun_add
      ((hi.fun_add (hs.fun_mul hc)).const_mul (s / 2))).fun_add
      ((hi.fun_sub (hs.fun_mul hc)).const_mul (t / 2))).fun_add
      ((hs.fun_mul hs).const_mul (u / 2))).congr_deriv ?_
    linear_combination (-(s + t) / 2) * Real.sin_sq_add_cos_sq x
  rw [intervalIntegral.integral_eq_sub_of_hasDerivAt (fun x _ => hF x)
    (Continuous.intervalIntegrable (by fun_prop) _ _)]
  simp only [Real.sin_two_pi, Real.cos_two_pi, Real.sin_zero, Real.cos_zero]
  ring

/-- Integrating over a full turn about z leaves the axial part of a tensor and its
antisymmetric xy part. -/
theorem azimuthalIntegral_eq (X : M₃) : azimuthalIntegral X =
    !![π * (X 0 0 + X 1 1), π * (X 0 1 - X 1 0), 0;
       π * (X 1 0 - X 0 1), π * (X 0 0 + X 1 1), 0;
       0, 0, 2 * π * X 2 2] := by
  ext i k
  -- sort the rotated tensor by powers of cosine and sine
  have h : ∀ c, (Rz c * X * (Rz c)ᵀ) i k =
      !![0, 0, 0; 0, 0, 0; 0, 0, X 2 2] i k
      + !![0, 0, X 0 2; 0, 0, X 1 2; X 2 0, X 2 1, 0] i k * Real.cos c
      + !![0, 0, -X 1 2; 0, 0, X 0 2; -X 2 1, X 2 0, 0] i k * Real.sin c
      + !![X 0 0, X 0 1, 0; X 1 0, X 1 1, 0; 0, 0, 0] i k * Real.cos c ^ 2
      + !![X 1 1, -X 1 0, 0; -X 0 1, X 0 0, 0; 0, 0, 0] i k * Real.sin c ^ 2
      + !![-(X 0 1 + X 1 0), X 0 0 - X 1 1, 0; X 0 0 - X 1 1, X 0 1 + X 1 0, 0; 0, 0, 0] i k
        * (Real.sin c * Real.cos c) := by
    intro c
    fin_cases i <;> fin_cases k <;>
      simp [Rz, Matrix.mul_apply, Fin.sum_univ_three] <;> ring
  simp only [azimuthalIntegral, Matrix.of_apply, h]
  rw [integral_full_turn]
  clear h
  fin_cases i <;> fin_cases k <;> simp <;> ring

end

end AzimuthalIntegralEq
```

The compiler's answer:

```
Try this:
  [apply] ring_nf
  
  The `ring` tactic failed to close the goal. Use `ring_nf` to obtain a normal form.
    
  Note that `ring` works primarily in *commutative* rings. If you have a noncommutative ring, abelian group or module, consider using `noncomm_ring`, `abel` or `module` instead.
Try this:
  [apply] ring_nf
  
  The `ring` tactic failed to close the goal. Use `ring_nf` to obtain a normal form.
    
  Note that `ring` works primarily in *commutative* rings. If you have a noncommutative ring, abelian group or module, consider using `noncomm_ring`, `abel` or `module` instead.
Try this:
  [apply] ring_nf
  
  The `ring` tactic failed to close the goal. Use `ring_nf` to obtain a normal form.
    
  Note that `ring` works primarily in *commutative* rings. If you have a noncommutative ring, abelian group or module, consider using `noncomm_ring`, `abel` or `module` instead.
Try this:
  [apply] ring_nf
  
  The `ring` tactic failed to close the goal. Use `ring_nf` to obtain a normal form.
    
  Note that `ring` works primarily in *commutative* rings. If you have a noncommutative ring, abelian group or module, consider using `noncomm_ring`, `abel` or `module` instead.
Try this:
  [apply] ring_nf
  
  The `ring` tactic failed to close the goal. Use `ring_nf` to obtain a normal form.
    
  Note that `ring` works primarily in *commutative* rings. If you have a noncommutative ring, abelian group or module, consider using `noncomm_ring`, `abel` or `module` instead.
Try this:
  [apply] ring_nf
  
  The `ring` tactic failed to close the goal. Use `ring_nf` to obtain a normal form.
    
  Note that `ring` works primarily in *commutative* rings. If you have a noncommutative ring, abelian group or module, consider using `noncomm_ring`, `abel` or `module` instead.
Try this:
  [apply] ring_nf
  
  The `ring` tactic failed to close the goal. Use `ring_nf` to obtain a normal form.
    
  Note that `ring` works primarily in *commutative* rings. If you have a noncommutative ring, abelian group or module, consider using `noncomm_ring`, `abel` or `module` instead.
Try this:
  [apply] ring_nf
  
  The `ring` tactic failed to close the goal. Use `ring_nf` to obtain a normal form.
    
  Note that `ring` works primarily in *commutative* rings. If you have a noncommutative ring, abelian group or module, consider using `noncomm_ring`, `abel` or `module` instead.
Try this:
  [apply] ring_nf
  
  The `ring` tactic failed to close the goal. Use `ring_nf` to obtain a normal form.
    
  Note that `ring` works primarily in *commutative* rings. If you have a noncommutative ring, abelian group or module, consider using `noncomm_ring`, `abel` or `module` instead.
Main.lean:58:39: error: unsolved goals
case «0».«0»
X : M₃
c : ℝ
⊢ -(Real.sin c * (![Real.cos c, -Real.sin c, 0] ᵥ* X) 1) + (![Real.cos c, -Real.sin c, 0] ᵥ* X) 0 * Real.cos c =
    -(Real.sin c * Real.cos c * X 1 0) - Real.sin c * Real.cos c * X 0 1 + Real.sin c ^ 2 * X 1 1 +
      Real.cos c ^ 2 * X 0 0

case «0».«1»
X : M₃
c : ℝ
⊢ Real.sin c * (![Real.cos c, -Real.sin c, 0] ᵥ* X) 0 + (![Real.cos c, -Real.sin c, 0] ᵥ* X) 1 * Real.cos c =
    Real.sin c * Real.cos c * X 0 0 - Real.sin c * Real.cos c * X 1 1 - Real.sin c ^ 2 * X 1 0 + Real.cos c ^ 2 * X 0 1

case «0».«2»
X : M₃
c : ℝ
⊢ (![Real.cos c, -Real.sin c, 0] ᵥ* X) 2 = -(Real.sin c * X 1 2) + X 0 2 * Real.cos c

case «1».«0»
X : M₃
c : ℝ
⊢ (![Real.sin c, Real.cos c, 0] ᵥ* X) 0 * Real.cos c - (![Real.sin c, Real.cos c, 0] ᵥ* X) 1 * Real.sin c =
    Real.cos c * Real.sin c * X 0 0 - Real.cos c * Real.sin c * X 1 1 + Real.cos c ^ 2 * X 1 0 - Real.sin c ^ 2 * X 0 1

case «1».«1»
X : M₃
c : ℝ
⊢ (![Real.sin c, Real.cos c, 0] ᵥ* X) 0 * Real.sin c + (![Real.sin c, Real.cos c, 0] ᵥ* X) 1 * Real.cos c =
    Real.sin c * Real.cos c * X 0 1 + Real.sin c * Real.cos c * X 1 0 + Real.sin c ^ 2 * X 0 0 + Real.cos c ^ 2 * X 1 1

case «1».«2»
X : M₃
c : ℝ
⊢ (![Real.sin c, Real.cos c, 0] ᵥ* X) 2 = X 1 2 * Real.cos c + X 0 2 * Real.sin c

case «2».«0»
X : M₃
c : ℝ
⊢ (![0, 0, 1] ᵥ* X) 0 * Real.cos c - (![0, 0, 1] ᵥ* X) 1 * Real.sin c = Real.cos c * X 2 0 - Real.sin c * X 2 1

case «2».«1»
X : M₃
c : ℝ
⊢ (![0, 0, 1] ᵥ* X) 0 * Real.sin c + (![0, 0, 1] ᵥ* X) 1 * Real.cos c = Real.sin c * X 2 0 + Real.cos c * X 2 1

case «2».«2»
X : M₃
c : ℝ
⊢ (![0, 0, 1] ᵥ* X) 2 = X 2 2
```

This version goes through:

```diff
@@ -58,6 +58,6 @@
         * (Real.sin c * Real.cos c) := by
     intro c
-    fin_cases i <;> fin_cases k <;>
-      simp [Rz, Matrix.mul_apply, Fin.sum_univ_three] <;> ring
+    simp only [Matrix.mul_apply, Matrix.transpose_apply, Fin.sum_univ_three]
+    fin_cases i <;> fin_cases k <;> simp [Rz] <;> ring
   simp only [azimuthalIntegral, Matrix.of_apply, h]
   rw [integral_full_turn]
```

Diagnosis. The error lies in the step `h`, which sorts the rotated tensor by powers of cosine and sine. In all nine cases `ring` fails to close the goal, and what remains contains terms such as `(![0, 0, 1] ᵥ* X) 2`, an entry of a row vector times the matrix `X`. `Matrix.mul_apply` rewrites a product only where it is applied to a row and a column index. `simp` works on inner terms first, and there `Rz c * X` is still a factor of the outer product, with no indices of its own. Since `simp` was also given `Rz`, it unfolds the rotation to a literal matrix, and a standard `simp` lemma then rewrites the product row by row with `ᵥ*`. `ring` doesn't look inside `ᵥ*`, so it can't match these terms with the entries of `X` on the right.

The repair expands first, while `Rz` is still folded. `simp only` with `Matrix.mul_apply`, `Matrix.transpose_apply` and `Fin.sum_univ_three` turns both products into explicit sums of entries of `Rz c` and `X`. After the split into cases, `simp [Rz]` has no matrix product left to rewrite: it only reads off entries of literal matrices, and any algebra that remains is left to `ring`. What matters is that the products are expanded before `Rz` is unfolded. Doing so before the case split merely saves repeating the step in each of the nine cases.
